# Every odd power of a difference of two finite projectors has trace rank P − rank Q

Take two lines in a plane at angle θ, and let P and Q be the orthogonal projectors onto them. The difference P − Q has eigenvalues sin θ and −sin θ. They cancel in the trace of every odd power, whatever the angle, while the trace of the square is 2 sin²θ and changes with it.

I have met the general claim in connection with charge transport and Hall conductance: the trace of an odd power of P − Q is an integer, the difference in the number of states that the two projectors hold, and it doesn't depend on which odd power is taken. P and Q need not commute, so expanding the power gets messy quickly. Can this be made rigorous for finite matrices, with a proof that a machine has checked?

## A second matrix that pairs the eigenvalues

Yes. In the plane, the cancellation comes from the matrix 1 − P − Q, which exchanges the two eigendirections of P − Q when the lines are neither parallel nor perpendicular. The same matrix works in general. Let P and Q be complex n×n matrices with P² = P and Q² = Q, not necessarily Hermitian, and put

A = P − Q,  B = 1 − P − Q.

Multiplying out, with the order of factors kept, gives

A² + B² = 1 + 2(P² − P) + 2(Q² − Q) = 1,

BA + AB = 2(P − P²) − 2(Q − Q²) = 0.

So B anticommutes with A. If Av = λv, then A(Bv) = −λBv, and B²v = (1 − λ²)v shows that Bv is nonzero unless λ = ±1. Eigenvalues other than ±1 are therefore matched with their negatives.

The trace argument needs no eigenvectors. Let X = A^(2k+1), with k = 0, 1, 2, … Moving B through X produces 2k+1 minus signs, so BX = −XB. Cyclicity of the trace then gives

tr(XB²) = tr(BXB) = −tr(XB²),

and hence tr(XB²) = 0. Since A² = 1 − B²,

tr A^(2k+3) = tr X − tr(XB²) = tr A^(2k+1).

Starting from tr A = tr P − tr Q, induction gives

tr (P − Q)^(2k+1) = tr P − tr Q.

Finally, an idempotent acts as the identity on its range and as zero on its kernel, and these two subspaces together span the whole space. In a basis adapted to them, its trace is the dimension of its range. The right-hand side is therefore rank P − rank Q.

## The Lean file

```lean
import Mathlib

open Matrix

namespace ProjectorPairIndex

variable {n : Type*} [Fintype n] [DecidableEq n]

/-- The difference `P - Q` of two projectors and the complementary combination `1 - P - Q`
have squares that add up to the identity. -/
theorem sq_add_sq {P Q : Matrix n n ℂ} (hP : IsIdempotentElem P) (hQ : IsIdempotentElem Q) :
    (P - Q) ^ 2 + (1 - P - Q) ^ 2 = 1 := by
  have h : (P - Q) ^ 2 + (1 - P - Q) ^ 2
      = 1 + (P * P - P) + (P * P - P) + (Q * Q - Q) + (Q * Q - Q) := by
    noncomm_ring
  rw [h, hP.eq, hQ.eq]
  simp

/-- The combination `1 - P - Q` anticommutes with the difference `P - Q` of two projectors. -/
theorem anticommute {P Q : Matrix n n ℂ} (hP : IsIdempotentElem P) (hQ : IsIdempotentElem Q) :
    (1 - P - Q) * (P - Q) = -((P - Q) * (1 - P - Q)) := by
  apply eq_neg_of_add_eq_zero_left
  have h : (1 - P - Q) * (P - Q) + (P - Q) * (1 - P - Q)
      = (P - P * P) + (P - P * P) - (Q - Q * Q) - (Q - Q * Q) := by
    noncomm_ring
  rw [h, hP.eq, hQ.eq]
  simp

/-- A matrix that anticommutes with `A` anticommutes with every odd power of `A`. -/
theorem anticommute_odd_pow {A B : Matrix n n ℂ} (h : B * A = -(A * B)) (k : ℕ) :
    B * A ^ (2 * k + 1) = -(A ^ (2 * k + 1) * B) := by
  induction k with
  | zero => simpa using h
  | succ k ih =>
    rw [show 2 * (k + 1) + 1 = 2 * k + 1 + 1 + 1 by ring,
      pow_succ A (2 * k + 1 + 1), pow_succ A (2 * k + 1)]
    generalize A ^ (2 * k + 1) = X at ih ⊢
    -- move `B` through the three factors, one sign each
    calc B * (X * A * A) = (B * X) * A * A := by noncomm_ring
      _ = -(X * (B * A) * A) := by rw [ih]; noncomm_ring
      _ = X * A * B * A := by rw [h]; noncomm_ring
      _ = X * A * (B * A) := by rw [mul_assoc (X * A) B A]
      _ = -(X * A * A * B) := by rw [h]; noncomm_ring

/-- If `B` anticommutes with `A`, the trace of an odd power of `A` times `B ^ 2` vanishes. -/
theorem trace_odd_pow_mul_sq {A B : Matrix n n ℂ} (h : B * A = -(A * B)) (k : ℕ) :
    (A ^ (2 * k + 1) * B ^ 2).trace = 0 := by
  have hX := anticommute_odd_pow h k
  generalize A ^ (2 * k + 1) = X at hX ⊢
  -- cyclicity of the trace shows that the number equals its own negative
  have ht : (X * B ^ 2).trace = -(X * B ^ 2).trace := by
    calc (X * B ^ 2).trace = ((X * B) * B).trace := by rw [pow_two, mul_assoc]
      _ = (B * (X * B)).trace := Matrix.trace_mul_comm _ _
      _ = (-(X * B ^ 2)).trace := by
          rw [← mul_assoc, hX, neg_mul, mul_assoc, pow_two]
      _ = -(X * B ^ 2).trace := Matrix.trace_neg _
  linear_combination (1 / 2 : ℂ) * ht

/-- Every odd power of the difference of two projectors has the same trace,
`tr P - tr Q`. -/
theorem trace_odd_pow_sub {P Q : Matrix n n ℂ} (hP : IsIdempotentElem P)
    (hQ : IsIdempotentElem Q) (k : ℕ) :
    ((P - Q) ^ (2 * k + 1)).trace = P.trace - Q.trace := by
  induction k with
  | zero => simp [Matrix.trace_sub]
  | succ k ih =>
    have hA : (P - Q) ^ 2 = 1 - (1 - P - Q) ^ 2 := eq_sub_of_add_eq (sq_add_sq hP hQ)
    -- raising the power by two only adds a traceless term
    rw [show 2 * (k + 1) + 1 = (2 * k + 1) + 2 by ring, pow_add _ (2 * k + 1) 2, hA,
      mul_sub, mul_one, Matrix.trace_sub, trace_odd_pow_mul_sq (anticommute hP hQ), ih,
      sub_zero]

/-- The trace of an idempotent matrix is its rank. -/
theorem trace_eq_rank {P : Matrix n n ℂ} (hP : IsIdempotentElem P) :
    P.trace = (P.rank : ℂ) := by
  have hp : LinearMap.IsProj (LinearMap.range P.mulVecLin) P.mulVecLin :=
    ⟨fun x => ⟨x, rfl⟩, by
      rintro _ ⟨y, rfl⟩
      simp [Matrix.mulVec_mulVec, hP.eq]⟩
  have hm : LinearMap.toMatrix' P.mulVecLin = P := by
    rw [← Matrix.toLin'_apply', LinearMap.toMatrix'_toLin']
  have ht := hp.trace
  rw [LinearMap.trace_eq_matrix_trace ℂ (Pi.basisFun ℂ n),
    LinearMap.toMatrix_eq_toMatrix', hm] at ht
  exact ht

/-- For idempotent `P` and `Q`, the trace of every odd power of `P - Q` is an integer: the rank of
`P` minus the rank of `Q`. -/
theorem trace_odd_pow_quantized {P Q : Matrix n n ℂ} (hP : IsIdempotentElem P)
    (hQ : IsIdempotentElem Q) (k : ℕ) :
    ((P - Q) ^ (2 * k + 1)).trace = (((P.rank : ℤ) - (Q.rank : ℤ) : ℤ) : ℂ) := by
  rw [trace_odd_pow_sub hP hQ, trace_eq_rank hP, trace_eq_rank hQ]
  push_cast
  rfl

/-- For a projector `P` and its transform `U P V`, where `V` is the inverse of `U`,
all odd powers of the difference are traceless. -/
theorem trace_odd_pow_conj {P U V : Matrix n n ℂ} (hP : IsIdempotentElem P)
    (hVU : V * U = 1) (k : ℕ) :
    ((P - U * P * V) ^ (2 * k + 1)).trace = 0 := by
  have hQ : IsIdempotentElem (U * P * V) := by
    change U * P * V * (U * P * V) = U * P * V
    calc U * P * V * (U * P * V) = U * P * (V * U) * P * V := by noncomm_ring
      _ = U * P * V := by rw [hVU, mul_one, mul_assoc U P P, hP.eq]
  have ht : (U * P * V).trace = P.trace := by
    rw [Matrix.trace_mul_comm, ← mul_assoc, hVU, one_mul]
  rw [trace_odd_pow_sub hP hQ, ht, sub_self]

/-- The projector onto the real direction at angle `θ` in a two-level system. -/
noncomputable def tilted (θ : ℝ) : Matrix (Fin 2) (Fin 2) ℂ :=
  !![Complex.cos θ ^ 2, Complex.cos θ * Complex.sin θ;
     Complex.cos θ * Complex.sin θ, Complex.sin θ ^ 2]

/-- The matrix `tilted θ` is idempotent, and the square of `tilted 0 - tilted θ` has trace `2 sin²
θ`. -/
theorem tilted_second_moment (θ : ℝ) :
    IsIdempotentElem (tilted θ) ∧
      ((tilted 0 - tilted θ) ^ 2).trace = 2 * Complex.sin θ ^ 2 := by
  have h0 : tilted 0 = !![1, 0; 0, 0] := by simp [tilted]
  have h : Complex.cos θ ^ 2 + Complex.sin θ ^ 2 = 1 := by
    rw [add_comm]
    exact Complex.sin_sq_add_cos_sq _
  rw [h0]
  unfold tilted
  generalize Complex.cos θ = c at h ⊢
  generalize Complex.sin θ = s at h ⊢
  constructor
  · have e1 : c ^ 2 * c ^ 2 + c * s * (c * s) = c ^ 2 := by linear_combination c ^ 2 * h
    have e2 : c ^ 2 * (c * s) + c * s * s ^ 2 = c * s := by linear_combination c * s * h
    have e3 : c * s * c ^ 2 + s ^ 2 * (c * s) = c * s := by linear_combination c * s * h
    have e4 : c * s * (c * s) + s ^ 2 * s ^ 2 = s ^ 2 := by linear_combination s ^ 2 * h
    change _ * _ = _
    rw [Matrix.mul_fin_two, e1, e2, e3, e4]
  · simp only [pow_two (_ - _ : Matrix (Fin 2) (Fin 2) ℂ), Matrix.trace_fin_two,
      Matrix.mul_apply, Fin.sum_univ_two, Matrix.sub_apply, Matrix.of_apply,
      Matrix.cons_val_zero, Matrix.cons_val_one, Matrix.cons_val', Matrix.cons_val_fin_one]
    linear_combination (c ^ 2 + s ^ 2 - 1) * h

/-- The projector onto the first two levels of a three-level system. -/
def lowerTwo : Matrix (Fin 3) (Fin 3) ℂ := !![1, 0, 0; 0, 1, 0; 0, 0, 0]

/-- The projector onto the equal superposition of the first and third levels. -/
noncomputable def superposed : Matrix (Fin 3) (Fin 3) ℂ :=
  !![1 / 2, 0, 1 / 2; 0, 0, 0; 1 / 2, 0, 1 / 2]

/-- The matrices `lowerTwo` and `superposed` are idempotent, do not commute, and have traces
that differ by one. -/
theorem projector_pair_witness :
    IsIdempotentElem lowerTwo ∧ IsIdempotentElem superposed ∧
      lowerTwo * superposed ≠ superposed * lowerTwo ∧
      lowerTwo.trace - superposed.trace = 1 := by
  refine ⟨?_, ?_, ?_, ?_⟩
  · change lowerTwo * lowerTwo = lowerTwo
    ext i j
    fin_cases i <;> fin_cases j <;> simp [lowerTwo, Matrix.mul_apply, Fin.sum_univ_succ]
  · change superposed * superposed = superposed
    ext i j
    fin_cases i <;> fin_cases j <;>
      norm_num [superposed, Matrix.mul_apply, Fin.sum_univ_succ]
  · intro h
    have h02 := congrFun (congrFun h 0) 2
    simp [lowerTwo, superposed, Matrix.mul_apply, Fin.sum_univ_succ] at h02
  · rw [Matrix.trace_fin_three, Matrix.trace_fin_three]
    -- read off the diagonal entries
    change ((1 : ℂ) + 1 + 0) - (1 / 2 + 0 + 1 / 2) = 1
    norm_num

end ProjectorPairIndex
```

```lean
#print axioms ProjectorPairIndex.trace_odd_pow_sub
#print axioms ProjectorPairIndex.trace_odd_pow_quantized
#print axioms ProjectorPairIndex.trace_odd_pow_conj
#print axioms ProjectorPairIndex.tilted_second_moment
```

```
'ProjectorPairIndex.trace_odd_pow_sub' depends on axioms: [propext, Classical.choice, Quot.sound]
'ProjectorPairIndex.trace_odd_pow_quantized' depends on axioms: [propext, Classical.choice, Quot.sound]
'ProjectorPairIndex.trace_odd_pow_conj' depends on axioms: [propext, Classical.choice, Quot.sound]
'ProjectorPairIndex.tilted_second_moment' depends on axioms: [propext, Classical.choice, Quot.sound]
```

## What the theorems say about projectors

The finite type `n` labels the basis states, and `Matrix n n ℂ` holds the operators. The hypothesis `IsIdempotentElem P` means P·P = P and nothing more, so oblique projectors are included. The exponent `2 * k + 1` with `k : ℕ` runs through all positive odd numbers.

`trace_odd_pow_sub` is the trace identity. `trace_odd_pow_quantized` replaces the traces by `P.rank` and `Q.rank`, subtracted as integers because the difference may be negative, and then read as a complex number.

For non-interacting electrons in a finite orthonormal basis, P and Q can be the projectors onto the spans of two sets of occupied spin orbitals, each holding one electron. The odd moments, that is, the traces of the odd powers of P − Q, then give the difference in electron number.

`trace_odd_pow_conj` treats Q = UPV with VU = 1, which for square matrices makes V the inverse of U. All odd moments then vanish. A unitary evolution is a special case, so in a finite model a projector and its evolved copy always have the same rank. The index used for Hall conductance is the counterpart of rank P − rank Q in an infinite system. It compares the projector P onto the occupied states with UPU⁻¹, where U is the gauge transformation that belongs to one inserted flux quantum, and it can be nonzero. That setting needs conditions under which the traces exist, and the finite matrices here do not cover it.

Two examples complete the picture. `tilted_second_moment` confirms the value 2 sin²θ for the two lines in the plane, so even moments need not be integers. `projector_pair_witness` gives a non-commuting pair with trace difference 1: the projector onto the first two of three levels, and the projector onto the normalised state (|1⟩ + |3⟩)/√2.

## How the proof follows the algebra

`sq_add_sq` and `anticommute` are the two relations between A and B. `anticommute_odd_pow` carries B through an odd power by induction: each step passes the previous power and two more factors of A, collecting three signs. `trace_odd_pow_mul_sq` applies cyclicity through `Matrix.trace_mul_comm` and concludes that a number equal to its own negative is zero.

In `trace_odd_pow_sub`, the induction step splits off a square, replaces it by 1 − B², and removes the traceless term. `trace_eq_rank` shows that P acts as a projection onto its range and uses Mathlib's trace formula for such maps. For the transformed projector, `trace_odd_pow_conj` first checks idempotency and then finds tr(UPV) = tr P by cyclicity.

## Letting `noncomm_ring` work without the hypotheses

The proof turns on the tactic `noncomm_ring`, which proves identities valid in every ring, with the order of factors respected. It does not know that P² = P. The two basic lemmas therefore first state an identity that is true for arbitrary matrices, with the failure of idempotency left visible in terms such as `P * P - P`. The tactic proves that identity, and only then does rewriting with `hP.eq` and `hQ.eq` turn these terms into zero. The products PQ and QP have already cancelled by this stage, which is why no commutation assumption is needed.

## The same rule for 1 − P − Q

The roles of A and B can be exchanged. Since 1 − P is idempotent too, B = (1 − P) − Q is itself a difference of projectors, and the argument gives

tr (1 − P − Q)^(2k+1) = n − rank P − rank Q.

Here n is the number of basis states. This corollary is derived by hand and is not stated in the file. It compares the number of states left empty by P with the number held by Q.
